# A symmetry-compatible reference bond fixes a covariant field of hopping blocks

In a Slater–Koster description, the hopping between two atoms is a matrix block that depends on the bond direction. Here a group `G` acts transitively on the set `X` of directions, the two finite orbital sets carry matrix representations `D1` and `D2` over a commutative ring, and the reference block `V` satisfies `D1 h * V = V * D2 h` for every `h` that fixes the direction `x0`. The theorem `exists_unique_block_field` states that exactly one field `B` obeys `B (g • x0) = D1 g * V * D2 g⁻¹` for all `g`, and that this field is covariant. The attempt builds `B` by choosing for each direction a group element that carries `x0` there, with `frame_independent` showing that the choice does not matter. For covariance it writes a direction as `a • x0` and compares the blocks for `k * a` and `a`.

The failing Lean file:

```lean
import Mathlib

open Matrix

namespace SlaterKosterBlocks

noncomputable section

section General

variable {G X K m n : Type*} [Group G] [MulAction G X] [CommRing K]
  [Fintype m] [DecidableEq m] [Fintype n] [DecidableEq n]

/-- The reference block `V` is compatible with every symmetry that fixes the bond
direction `x0`. -/
def IsBondInvariant (D1 : G →* Matrix m m K) (D2 : G →* Matrix n n K) (x0 : X)
    (V : Matrix m n K) : Prop :=
  ∀ h : G, h • x0 = x0 → D1 h * V = V * D2 h

/-- A field of hopping blocks is covariant if turning the bond transforms the block by the
orbital representations of the two atoms. -/
def IsCovariant (D1 : G →* Matrix m m K) (D2 : G →* Matrix n n K)
    (B : X → Matrix m n K) : Prop :=
  ∀ (g : G) (x : X), B (g • x) = D1 g * B x * D2 g⁻¹

variable {D1 : G →* Matrix m m K} {D2 : G →* Matrix n n K}

/-- For a reference block compatible with the symmetries of its bond, two frames that carry the bond
to the same direction give the same hopping block. -/
theorem frame_independent {x0 : X} {V : Matrix m n K} (hV : IsBondInvariant D1 D2 x0 V)
    {g k : G} (hgk : g • x0 = k • x0) :
    D1 g * V * D2 g⁻¹ = D1 k * V * D2 k⁻¹ := by
  -- the frames differ by an element of the stabilizer
  have hfix : (k⁻¹ * g) • x0 = x0 := by rw [mul_smul, hgk, inv_smul_smul]
  have h1 : D1 g = D1 k * D1 (k⁻¹ * g) := by rw [← map_mul, mul_inv_cancel_left]
  have h2 : D2 (k⁻¹ * g) * D2 g⁻¹ = D2 k⁻¹ := by rw [← map_mul, mul_inv_cancel_right]
  calc D1 g * V * D2 g⁻¹ = D1 k * (D1 (k⁻¹ * g) * V) * D2 g⁻¹ := by
        rw [h1, Matrix.mul_assoc (D1 k)]
    _ = D1 k * V * (D2 (k⁻¹ * g) * D2 g⁻¹) := by
        rw [hV _ hfix]; simp only [Matrix.mul_assoc]
    _ = D1 k * V * D2 k⁻¹ := by rw [h2]

/-- If the group can carry any direction to any other, a reference block compatible with the
symmetries of its bond extends to exactly one field of blocks given by rotating the reference bond,
and this field is covariant. -/
theorem exists_unique_block_field [MulAction.IsPretransitive G X] {x0 : X}
    {V : Matrix m n K} (hV : IsBondInvariant D1 D2 x0 V) :
    ∃ B : X → Matrix m n K, (∀ g : G, B (g • x0) = D1 g * V * D2 g⁻¹) ∧
      IsCovariant D1 D2 B ∧
      ∀ B' : X → Matrix m n K, (∀ g : G, B' (g • x0) = D1 g * V * D2 g⁻¹) → B' = B := by
  -- any choice of frames will do
  obtain ⟨B, hB⟩ : ∃ B : X → Matrix m n K, ∀ g : G, B (g • x0) = D1 g * V * D2 g⁻¹ := by
    choose f hf using fun x : X => MulAction.exists_smul_eq G x0 x
    exact ⟨fun x => D1 (f x) * V * D2 (f x)⁻¹, fun g => frame_independent hV (hf _)⟩
  refine ⟨B, hB, ?_, ?_⟩
  · intro k x
    obtain ⟨a, rfl⟩ := MulAction.exists_smul_eq G x0 x
    rw [← mul_smul, hB, hB]
    simp only [map_mul, mul_inv_rev, Matrix.mul_assoc]
  · intro B' hB'
    funext x
    obtain ⟨a, rfl⟩ := MulAction.exists_smul_eq G x0 x
    rw [hB, hB']

end General

end

end SlaterKosterBlocks
```

Messages:

```
Main.lean:59:24: error: Ambiguous term
  mul_inv_rev
Possible interpretations:
  _root_.mul_inv_rev : ∀ (a b : ?m.183), (a * b)⁻¹ = b⁻¹ * a⁻¹
  
  Matrix.mul_inv_rev : ∀ (A B : Matrix ?m.183 ?m.183 ?m.184), (A * B)⁻¹ = B⁻¹ * A⁻¹
Main.lean:56:2: error: unsolved goals
case refine_1
G : Type u_1
X : Type u_2
K : Type u_3
m : Type u_4
n : Type u_5
inst✝⁷ : Group G
inst✝⁶ : MulAction G X
inst✝⁵ : CommRing K
inst✝⁴ : Fintype m
inst✝³ : DecidableEq m
inst✝² : Fintype n
inst✝¹ : DecidableEq n
D1 : G →* Matrix m m K
D2 : G →* Matrix n n K
inst✝ : MulAction.IsPretransitive G X
x0 : X
V : Matrix m n K
hV : IsBondInvariant D1 D2 x0 V
B : X → Matrix m n K
hB : ∀ (g : G), B (g • x0) = D1 g * V * D2 g⁻¹
k a : G
⊢ D1 k * (D1 a * (V * D2 (k * a)⁻¹)) = D1 k * (D1 a * (V * (D2 a⁻¹ * D2 k⁻¹)))
```

The mended proof, as a diff:

```diff
@@ -57,5 +57,5 @@
     obtain ⟨a, rfl⟩ := MulAction.exists_smul_eq G x0 x
     rw [← mul_smul, hB, hB]
-    simp only [map_mul, mul_inv_rev, Matrix.mul_assoc]
+    simp only [map_mul, _root_.mul_inv_rev, Matrix.mul_assoc]
   · intro B' hB'
     funext x
```

What went wrong. The first message says that `mul_inv_rev` has two possible readings. Because of `open Matrix`, the short name can mean `Matrix.mul_inv_rev`, about inverses of square matrices, as well as `_root_.mul_inv_rev`, the rule for groups, and Lean does not settle on one.

The second message follows from the first. In the goal it shows, the products have been regrouped and `D1 (k * a)` has been split, but `D2 (k * a)⁻¹` still stands on the left where the right has `D2 a⁻¹ * D2 k⁻¹`. The inverse is taken in `G`, inside the argument of `D2`, so the group rule is the one needed.

The diff writes `_root_.mul_inv_rev`, which removes the ambiguity. `simp only` can now turn `(k * a)⁻¹` into `a⁻¹ * k⁻¹`, after which `map_mul` splits `D2` over the product and the two sides agree.
